# Coherent stability as convexity of $G + Yx^2$ for a quadratic elastic energy

When the elastic energy is modelled as quadratic in the composition difference, a computed free energy of mixing $G(x)$ can be tested for decomposition with coherent lattices by adding $Yx^2$ to the curve and checking whether the sum is convex. Here $x$ is the composition, $G$ is the free energy of the homogeneous phase at its own stress-free lattice parameter, and $Y$ sets the elastic cost of holding regions of different composition on one continuous lattice.

## From the elastic energy to a critical temperature

Let a fraction $f\in[0,1]$ of the material take composition $y$ and the rest composition $z$, with mean $c=fy+(1-f)z$. The split state has free energy

$$fG(y)+(1-f)G(z)+Yf(1-f)(y-z)^2 .$$

The last term is postulated. It represents small strains in a body free of external load, with a lattice parameter linear in composition and elastic moduli that are isotropic and independent of composition; interface energy is neglected. Under these assumptions $Y=v\eta^2E/(1-\nu)$, where $v$ is the volume per site (or per mole), $\eta$ the relative change of the lattice parameter per unit composition, $E$ Young's modulus and $\nu$ Poisson's ratio. Expanding $c^2$ gives

$$fy^2+(1-f)z^2-c^2=f(1-f)(y-z)^2 .$$

With $H(x)=G(x)+Yx^2$, the energy change on splitting is therefore $fH(y)+(1-f)H(z)-H(c)$. It is nonnegative for all $y,z$ in an interval and all $f$ exactly when $H$ is convex there.

Suppose $G$ is twice differentiable on an open interval, so that $H''=G''+2Y$. If $H$ is convex, then for $u<v$

$$H'(u)\le\frac{H(v)-H(u)}{v-u}\le H'(v),$$

so $H'$ is nondecreasing and $H''\ge0$. Conversely, let $H''\ge0$, $y<z$ and $0<f<1$. Since $H'$ is nondecreasing, the mean value theorem on $[y,c]$ and $[c,z]$ gives

$$\frac{H(c)-H(y)}{(1-f)(z-y)}\le\frac{H(z)-H(c)}{f(z-y)},$$

which rearranges to $H(c)\le fH(y)+(1-f)H(z)$. The case $y>z$ follows by exchanging the phases, and the remaining cases are equalities.

The regular solution has

$$G=Wx(1-x)+kT\,[x\ln x+(1-x)\ln(1-x)],$$

where $W$ is the interaction parameter and $kT>0$ the thermal energy. Differentiating twice,

$$G'=W(1-2x)+kT[\ln x-\ln(1-x)],\qquad G''=-2W+kT\left(\frac1x+\frac1{1-x}\right).$$

The bracket in $G''$ equals $1/[x(1-x)]$. Because $4x(1-x)=1-(2x-1)^2\le1$, it is at least 4, with equality at $x=1/2$. Hence $G''+2Y\ge0$ on all of $(0,1)$ exactly when $-2W+4kT+2Y\ge0$, that is, $W-Y\le2kT$. Setting $Y=0$ gives the stress-free condition $W\le2kT$. The solution is therefore stable against coherent splits at all compositions, but unstable against stress-free splits at some of them, exactly when $W-Y\le2kT<W$.

For phase diagrams built from computed mixing energies, this places the coherent critical temperature at $kT=(W-Y)/2$ when $W>Y$, within the regular-solution model and its quadratic elastic term.

The same argument treats a split into several phases with fractions $f_i$, compositions $x_i$ and elastic energy $Y\sum_i f_i(x_i-c)^2$. This energy equals $Y(\sum_i f_ix_i^2-c^2)$, so when $H$ is convex, Jensen's inequality shows that these splits do not lower the free energy either; this extension is argued here by hand only.

## The split state and its stability in Lean

```lean
import Mathlib

open Set

namespace CoherentDecomposition

noncomputable section
```

The function `coherentEnergy` is the free energy of the split state. All energies are real numbers in a common unit, per site or per mole.

```lean
/-- Free energy of a coherent two-phase state: a fraction `f` of composition `y`, a fraction
`1 - f` of composition `z`, and the elastic energy `Y f (1 - f) (y - z)²`. -/
def coherentEnergy (G : ℝ → ℝ) (Y f y z : ℝ) : ℝ :=
  f * G y + (1 - f) * G z + Y * f * (1 - f) * (y - z) ^ 2
```

`CoherentlyStable` quantifies over every pair of compositions in `s` and every fraction in the closed interval `Icc 0 1`. It describes stability across the whole range: its failure means that some mean composition can lower its energy by splitting, not that all can.

```lean
/-- No coherent split into two compositions from `s` has a lower free energy than the
homogeneous phase of the same mean composition. -/
def CoherentlyStable (G : ℝ → ℝ) (Y : ℝ) (s : Set ℝ) : Prop :=
  ∀ y ∈ s, ∀ z ∈ s, ∀ f ∈ Icc (0 : ℝ) 1,
    G (f * y + (1 - f) * z) ≤ coherentEnergy G Y f y z
```

In `regularG`, `kT` is a single variable, and positive `W` favours unmixing.

```lean
/-- Free energy of mixing of the regular solution with interaction parameter `W` and thermal
energy `kT`. -/
def regularG (W kT x : ℝ) : ℝ :=
  W * x * (1 - x) + kT * (x * Real.log x + (1 - x) * Real.log (1 - x))
```

## The elastic term as a convexity gap

The identity for the energy change holds for any function `G` and any real `f`; `ring` performs the expansion of $c^2$.

```lean
/-- The free energy change in a coherent split of `G` equals the change in a stress-free split
of the modified free energy `G + Y x²`. -/
theorem coherent_energy_change (G : ℝ → ℝ) (Y f y z : ℝ) :
    coherentEnergy G Y f y z - G (f * y + (1 - f) * z) =
      f * (G y + Y * y ^ 2) + (1 - f) * (G z + Y * z ^ 2)
        - (G (f * y + (1 - f) * z) + Y * (f * y + (1 - f) * z) ^ 2) := by
  unfold coherentEnergy
  ring
```

The hypothesis `Convex ℝ s` says that `s` is an interval, open or closed, bounded or not. Mathlib's convexity uses two weights that sum to one, so the forward direction replaces `b` by `1 - a`. Each direction then combines the given inequality with the identity. No smoothness is needed, and `Y` may have either sign.

```lean
/-- On an interval of compositions, a phase is stable against coherent decomposition exactly
when `G + Y x²` is convex. -/
theorem coherentlyStable_iff_convexOn (G : ℝ → ℝ) (Y : ℝ) {s : Set ℝ} (hs : Convex ℝ s) :
    CoherentlyStable G Y s ↔ ConvexOn ℝ s (fun x => G x + Y * x ^ 2) := by
  constructor
  · intro h
    refine ⟨hs, ?_⟩
    intro y hy z hz a b ha hb hab
    obtain rfl : b = 1 - a := by linarith
    have h1 := h y hy z hz a ⟨ha, by linarith⟩
    have h2 := coherent_energy_change G Y a y z
    simp only [smul_eq_mul]
    linarith
  · intro h y hy z hz f hf
    have h1 := h.2 hy hz hf.1 (sub_nonneg.mpr hf.2) (by ring)
    have h2 := coherent_energy_change G Y f y z
    simp only [smul_eq_mul] at h1
    linarith
```

## The curvature condition

The hypotheses `hG` and `hG'` state that `G'` and `G''` are the successive derivatives of `G` on the open interval; continuity of `G''` is not required. The steps `hH` and `hH'` differentiate $H$ twice. In the forward direction, `hmono` is the monotonicity of $H'$, from which the sign of $H''$ follows. The converse applies Mathlib's second-derivative test in place of the mean value argument.

```lean
/-- For a twice differentiable free energy on an open interval, stability against coherent
decomposition means that `G'' + 2Y` is nowhere negative. -/
theorem coherentlyStable_iff_curvature {G G' G'' : ℝ → ℝ} {a b : ℝ} (Y : ℝ)
    (hG : ∀ x ∈ Ioo a b, HasDerivAt G (G' x) x)
    (hG' : ∀ x ∈ Ioo a b, HasDerivAt G' (G'' x) x) :
    CoherentlyStable G Y (Ioo a b) ↔ ∀ x ∈ Ioo a b, 0 ≤ G'' x + 2 * Y := by
  rw [coherentlyStable_iff_convexOn G Y (convex_Ioo a b)]
  -- first and second derivatives of the modified free energy
  have hH : ∀ x ∈ Ioo a b,
      HasDerivAt (fun t => G t + Y * t ^ 2) (G' x + 2 * Y * x) x := by
    intro x hx
    have hsq : HasDerivAt (fun t : ℝ => t ^ 2) (2 * x) x := by
      simpa using hasDerivAt_pow 2 x
    exact ((hG x hx).fun_add (hsq.const_mul Y)).congr_deriv (by ring)
  have hH' : ∀ x ∈ Ioo a b,
      HasDerivAt (fun t => G' t + 2 * Y * t) (G'' x + 2 * Y) x := by
    intro x hx
    exact ((hG' x hx).fun_add ((hasDerivAt_id' x).const_mul (2 * Y))).congr_deriv (by ring)
  constructor
  · intro hc x hx
    -- convexity makes the slope monotone, so its derivative is nonnegative
    have hmono : MonotoneOn (fun t => G' t + 2 * Y * t) (Ioo a b) := by
      intro u hu v hv huv
      have h := hc.monotoneOn_deriv (fun t ht => (hH t ht).differentiableAt) hu hv huv
      rwa [(hH u hu).deriv, (hH v hv).deriv] at h
    have h0 := hmono.derivWithin_nonneg (x := x)
    rwa [(hH' x hx).hasDerivWithinAt.derivWithin (isOpen_Ioo.uniqueDiffWithinAt hx)] at h0
  · intro h
    refine convexOn_of_hasDerivWithinAt2_nonneg (f' := fun t => G' t + 2 * Y * t)
      (f'' := fun t => G'' t + 2 * Y) (convex_Ioo a b)
      (fun x hx => (hH x hx).continuousAt.continuousWithinAt) ?_ ?_ ?_
    · rw [interior_Ioo]
      exact fun x hx => (hH x hx).hasDerivWithinAt
    · rw [interior_Ioo]
      exact fun x hx => (hH' x hx).hasDerivWithinAt
    · rw [interior_Ioo]
      exact h
```

## The regular solution

Two lemmas supply $G'$ and $G''$ for compositions strictly between the pure components, where both logarithms are differentiable. In the first, `e1` and `e2` cancel the factors $x\cdot x^{-1}$ and $(1-x)/(1-x)$ produced by the product rule.

```lean
/-- The slope of the regular solution free energy at a composition strictly between the pure
components. -/
theorem regularG_hasDerivAt (W kT : ℝ) {x : ℝ} (hx : x ∈ Ioo (0 : ℝ) 1) :
    HasDerivAt (regularG W kT)
      (W * (1 - 2 * x) + kT * (Real.log x - Real.log (1 - x))) x := by
  have hx0 : x ≠ 0 := hx.1.ne'
  have hx1 : 1 - x ≠ 0 := (sub_pos.mpr hx.2).ne'
  have h0 : HasDerivAt (fun t : ℝ => t) 1 x := hasDerivAt_id' x
  have h1 : HasDerivAt (fun t : ℝ => 1 - t) (-1) x := h0.const_sub 1
  have hl : HasDerivAt (fun t : ℝ => Real.log t) x⁻¹ x := Real.hasDerivAt_log hx0
  have hm : HasDerivAt (fun t : ℝ => Real.log (1 - t)) (-1 / (1 - x)) x := h1.log hx1
  have e1 : x * x⁻¹ = 1 := mul_inv_cancel₀ hx0
  have e2 : (1 - x) * (-1 / (1 - x)) = -1 := mul_div_cancel₀ (-1) hx1
  have h := ((h0.const_mul W).fun_mul h1).fun_add
    (((h0.fun_mul hl).fun_add (h1.fun_mul hm)).const_mul kT)
  exact h.congr_deriv (by linear_combination kT * e1 + kT * e2)

/-- The curvature of the regular solution free energy, as the derivative of its slope. -/
theorem regularG_slope_hasDerivAt (W kT : ℝ) {x : ℝ} (hx : x ∈ Ioo (0 : ℝ) 1) :
    HasDerivAt (fun t => W * (1 - 2 * t) + kT * (Real.log t - Real.log (1 - t)))
      (-2 * W + kT * (1 / x + 1 / (1 - x))) x := by
  have hx1 : 1 - x ≠ 0 := (sub_pos.mpr hx.2).ne'
  have h0 : HasDerivAt (fun t : ℝ => t) 1 x := hasDerivAt_id' x
  have hl : HasDerivAt (fun t : ℝ => Real.log t) x⁻¹ x := Real.hasDerivAt_log hx.1.ne'
  have hm : HasDerivAt (fun t : ℝ => Real.log (1 - t)) (-1 / (1 - x)) x :=
    (h0.const_sub 1).log hx1
  have h := (((h0.const_mul 2).const_sub 1).const_mul W).fun_add
    ((hl.fun_sub hm).const_mul kT)
  exact h.congr_deriv (by ring)
```

The stability criterion follows by evaluating the curvature condition at `1 / 2` in one direction. In the other, `h4` is the bound by 4, obtained from the square $(2x-1)^2\ge0$, and multiplication by `kT` preserves it. The pure components themselves are excluded from the range.

```lean
/-- At positive temperature the regular solution is stable against coherent decomposition at
all compositions in `(0, 1)` exactly when `2kT ≥ W - Y`. -/
theorem regular_coherentlyStable_iff (W Y : ℝ) {kT : ℝ} (hT : 0 < kT) :
    CoherentlyStable (regularG W kT) Y (Ioo 0 1) ↔ W - Y ≤ 2 * kT := by
  rw [coherentlyStable_iff_curvature Y (fun x hx => regularG_hasDerivAt W kT hx)
    (fun x hx => regularG_slope_hasDerivAt W kT hx)]
  constructor
  · intro h
    -- the equimolar composition gives the sharpest condition
    have h2 := h (1 / 2) ⟨by norm_num, by norm_num⟩
    norm_num at h2
    linarith
  · intro h x hx
    have hx1 : 0 < 1 - x := sub_pos.mpr hx.2
    have h4 : 4 ≤ 1 / x + 1 / (1 - x) := by
      rw [div_add_div _ _ hx.1.ne' hx1.ne', le_div_iff₀ (mul_pos hx.1 hx1)]
      nlinarith [sq_nonneg (2 * x - 1)]
    have h5 := mul_le_mul_of_nonneg_left h4 hT.le
    linarith
```

The last theorem applies this criterion with `Y` and again with zero elastic energy. Its two inequalities together force $Y>0$.

```lean
/-- At positive temperature, the regular solution is stable against coherent decomposition at all
compositions in `(0, 1)`, but unstable against stress-free decomposition at some of them, exactly
when `W - Y ≤ 2kT < W`. -/
theorem regular_elastic_stabilization_iff (W Y : ℝ) {kT : ℝ} (hT : 0 < kT) :
    (CoherentlyStable (regularG W kT) Y (Ioo 0 1) ∧
      ¬ CoherentlyStable (regularG W kT) 0 (Ioo 0 1)) ↔
      W - Y ≤ 2 * kT ∧ 2 * kT < W := by
  rw [regular_coherentlyStable_iff W Y hT, regular_coherentlyStable_iff W 0 hT,
    sub_zero, not_le]

end

end CoherentDecomposition
```

```lean
#print axioms CoherentDecomposition.coherentlyStable_iff_convexOn
-- 'CoherentDecomposition.coherentlyStable_iff_convexOn' depends on axioms: [propext, Classical.choice, Quot.sound]
#print axioms CoherentDecomposition.regular_elastic_stabilization_iff
-- 'CoherentDecomposition.regular_elastic_stabilization_iff' depends on axioms: [propext, Classical.choice, Quot.sound]
```
